# A standard Gaussian variable falls below −a with probability at most exp(−a²/2), for a ≥ 0

The theorem `gaussianTail_le_exp` concerns a real, dimensionless random variable with a Gaussian distribution of mean 0 and variance 1. It states that, for every a ≥ 0, the probability of a value strictly below −a is at most exp(−a²/2). The statement is purely probabilistic and involves no Hamiltonian or wavefunction. The attempt applies the exponential Markov (Chernoff) inequality with parameter −a, which bounds the probability of a value at most −a by exp(−a²) times the moment generating function exp(a²/2). It then passes to the strict tail by monotonicity of the measure, since x < −a implies x ≤ −a.

Lean 4 with Mathlib refuses this proof:

```lean
import Mathlib

open MeasureTheory ProbabilityTheory Filter Topology

namespace NodeCrossing

noncomputable section

/-- The probability that a standard Gaussian variable is less than `-a`. -/
def gaussianTail (a : ℝ) : ℝ := (gaussianReal 0 1).real (Set.Iio (-a))

/-- For `a ≥ 0` the Gaussian tail probability is at most `exp (-a² / 2)`. -/
theorem gaussianTail_le_exp {a : ℝ} (ha : 0 ≤ a) :
    gaussianTail a ≤ Real.exp (-a ^ 2 / 2) := by
  have h := measure_le_le_exp_mul_mgf (μ := gaussianReal 0 1) (X := id) (t := -a) (-a)
    (by linarith) (integrable_exp_mul_gaussianReal (-a))
  rw [mgf_gaussianReal Measure.map_id, ← Real.exp_add] at h
  have hmono : gaussianTail a ≤ (gaussianReal 0 1).real {x : ℝ | id x ≤ -a} :=
    measureReal_mono (fun x hx => le_of_lt hx)
  refine (hmono.trans h).trans_eq ?_
  congr 1
  simp only [NNReal.coe_one]
  ring

end

end NodeCrossing
```

The error:

```
Main.lean:19:34: error: Type mismatch
  le_of_lt ?m.100
has type
  ?m.98 ≤ ?m.99
but is expected to have type
  x ∈ {x | id x ≤ -a}
```

The error lies in the monotonicity step, not in the bound. `measureReal_mono` needs a set inclusion, so the function given to it must return a proof of `x ∈ {x | id x ≤ -a}`. The term `le_of_lt hx` instead has a type of the form `?m.98 ≤ ?m.99`. The two say the same thing mathematically once membership is unfolded, but Lean did not unfold it when matching the types, and so reported a mismatch.

The repair proves the inclusion separately as `hsub`, with the conversions made explicit. `Set.mem_Iio.mp` turns the hypothesis into `x < -a`. Then `simp only [Set.mem_ofPred_eq, id_eq]` turns the membership goal into the inequality `x ≤ -a`, which `hlt.le` proves. `measureReal_mono hsub` now receives the inclusion it needs. The added comment is mere tidying.

As a diff, the version that Lean accepts:

```diff
@@ -13,9 +13,15 @@
 theorem gaussianTail_le_exp {a : ℝ} (ha : 0 ≤ a) :
     gaussianTail a ≤ Real.exp (-a ^ 2 / 2) := by
+  -- exponential Markov inequality with parameter `-a`
   have h := measure_le_le_exp_mul_mgf (μ := gaussianReal 0 1) (X := id) (t := -a) (-a)
     (by linarith) (integrable_exp_mul_gaussianReal (-a))
   rw [mgf_gaussianReal Measure.map_id, ← Real.exp_add] at h
+  have hsub : Set.Iio (-a) ⊆ {x : ℝ | id x ≤ -a} := by
+    intro x hx
+    have hlt : x < -a := Set.mem_Iio.mp hx
+    simp only [Set.mem_ofPred_eq, id_eq]
+    exact hlt.le
   have hmono : gaussianTail a ≤ (gaussianReal 0 1).real {x : ℝ | id x ≤ -a} :=
-    measureReal_mono (fun x hx => le_of_lt hx)
+    measureReal_mono hsub
   refine (hmono.trans h).trans_eq ?_
   congr 1
```
